# A finite set of equally occupied Kramers pairs has zero Dirac current and zero direct current-current energy

Time reversal turns a Dirac spinor ψ into an orthogonal spinor Tψ of the same norm and opposite current. If both members of each pair are equally occupied, the currents of a finite family of such pairs cancel at every point of space, and the direct current-current energy is zero for every real interaction kernel that is a function of two positions. In a closed-shell Dirac-Hartree-Fock calculation with finitely many orbitals in Kramers pairs, the direct part of the Gaunt or Breit energy therefore vanishes, while this cancellation does not extend to the exchange part.

```lean
import Mathlib

open Matrix MeasureTheory

namespace KramersPairCurrent

noncomputable section
```

## Spinors, Dirac matrices and time reversal

At one point of space a spinor is a column of four complex numbers, ψ = (ψ₀, ψ₁, ψ₂, ψ₃), numbered from 0 as in Lean.

```lean
/-- A four-component Dirac spinor at one point of space. -/
abbrev Spinor := Fin 4 → ℂ
```

An orbital assigns such a column to each point of Euclidean three-space, so its type is `Position → Spinor`. It need not be normalised, continuous or an eigenfunction of any Hamiltonian.

```lean
/-- Points of three-dimensional Euclidean space. -/
abbrev Position := EuclideanSpace ℝ (Fin 3)
```

In the standard representation α_k has the Pauli matrix σ_k in its two off-diagonal blocks. The values k = 0, 1, 2 stand for x, y, z.

```lean
/-- The Dirac matrices `α_x, α_y, α_z` in the standard representation. -/
def alpha : Fin 3 → Matrix (Fin 4) (Fin 4) ℂ :=
  ![!![0, 0, 0, 1; 0, 0, 1, 0; 0, 1, 0, 0; 1, 0, 0, 0],
    !![0, 0, 0, -Complex.I; 0, 0, Complex.I, 0; 0, -Complex.I, 0, 0; Complex.I, 0, 0, 0],
    !![0, 0, 1, 0; 0, 0, 0, -1; 1, 0, 0, 0; 0, -1, 0, 0]]
```

The spin matrix Σ_y has σ_y in both diagonal blocks.

```lean
/-- The spin matrix `Σ_y`, with the Pauli matrix `σ_y` in both diagonal blocks. -/
def sigmaY : Matrix (Fin 4) (Fin 4) ℂ :=
  !![0, -Complex.I, 0, 0; Complex.I, 0, 0, 0; 0, 0, 0, -Complex.I; 0, 0, Complex.I, 0]
```

With * for complex conjugation, time reversal is

Tψ = −i Σ_y ψ*.

It acts on the spinor at each point separately and leaves the position unchanged. In the code `star ψ` is the conjugated column and `*ᵥ` applies a matrix to it.

```lean
/-- Time reversal of a Dirac spinor, `T ψ = -i Σ_y conj(ψ)`. -/
def timeRev (ψ : Spinor) : Spinor := (-Complex.I) • (sigmaY *ᵥ star ψ)
```

## Currents and their direct energy

The inner product is ⟨φ, ψ⟩ = φ₀*ψ₀ + φ₁*ψ₁ + φ₂*ψ₂ + φ₃*ψ₃, written `star φ ⬝ᵥ ψ`. The transition current between two spinors is ⟨φ, α_k ψ⟩. For φ = ψ it is the particle current density of one orbital, in units of the speed of light.

```lean
/-- The transition current `⟨φ, α_k ψ⟩`, in units of the speed of light. -/
def transCurrent (φ ψ : Spinor) (k : Fin 3) : ℂ := star φ ⬝ᵥ (alpha k *ᵥ ψ)
```

Let pair i consist of ψ_i and Tψ_i, both with the real occupation number n_i. The total current density is

j_k(x) = ∑_i n_i [⟨ψ_i(x), α_k ψ_i(x)⟩ + ⟨Tψ_i(x), α_k Tψ_i(x)⟩].

The single number n_i for both members builds their equal occupation into the definition. A closed shell is the case in which every n_i is 1, but fractional occupations are also allowed.

```lean
/-- The current density of a family of Kramers pairs `ψ_i, T ψ_i`, where both members of
pair `i` have the occupation number `n_i`. -/
def closedShellCurrent {ι : Type*} [Fintype ι] (n : ι → ℝ) (ψ : ι → Position → Spinor)
    (x : Position) (k : Fin 3) : ℂ :=
  ∑ i, (n i : ℂ) * (transCurrent (ψ i x) (ψ i x) k
    + transCurrent (timeRev (ψ i x)) (timeRev (ψ i x)) k)
```

Two currents interact through a kernel G_kl(x, y), and the direct energy is

E[j] = ½ ∫∫ ∑_kl j_k(x) G_kl(x, y) j_l(y) dy dx.

In atomic units, with r = x − y, the Gaunt kernel is −δ_kl/|r| and the Breit kernel is −½(δ_kl/|r| + r_k r_l/|r|³). The type of `G` admits any real function of the two positions, but not a contact term with a delta function or a complex frequency-dependent kernel.

```lean
/-- The direct current-current energy `½ ∬ ∑ j_k(x) G_kl(x,y) j_l(y)` of a current density
`j` for an interaction kernel `G`. -/
def directEnergy (G : Fin 3 → Fin 3 → Position → Position → ℝ)
    (j : Position → Fin 3 → ℂ) : ℂ :=
  1 / 2 * ∫ x, ∫ y, ∑ k, ∑ l, j x k * (G k l x y : ℂ) * j y l
```

## Time reversal squares to −1

The matrix −iσ_y has rows (0, −1) and (1, 0). Applying it to each block of ψ* gives

Tψ = (−ψ₁*, ψ₀*, −ψ₃*, ψ₂*).

The proof compares the four components one at a time.

```lean
/-- Time reversal in components: it exchanges the two spin components within the upper and within
the lower block, with conjugation and one minus sign in each block. -/
theorem timeRev_eq (ψ : Spinor) :
    timeRev ψ = ![-star (ψ 1), star (ψ 0), -star (ψ 3), star (ψ 2)] := by
  ext i
  fin_cases i <;>
    simp [timeRev, sigmaY, dotProduct, Fin.sum_univ_four, ← mul_assoc]
```

Now apply the component formula twice. Component 0 of T(Tψ) is −((Tψ)₁)* = −ψ₀, and component 1 is ((Tψ)₀)* = −ψ₁. The lower block works in the same way, so

T²ψ = −ψ.

The two `rw` steps insert the formula for the outer and then the inner T.

```lean
/-- Time reversal applied twice changes the sign of a Dirac spinor. -/
theorem timeRev_timeRev (ψ : Spinor) : timeRev (timeRev ψ) = -ψ := by
  rw [timeRev_eq (timeRev ψ), timeRev_eq ψ]
  ext i
  fin_cases i <;> simp
```

## The partner has equal norm and is orthogonal

Inserting the components into the inner product gives

⟨Tφ, Tψ⟩ = φ₁ψ₁* + φ₀ψ₀* + φ₃ψ₃* + φ₂ψ₂* = ⟨ψ, φ⟩.

The order of the arguments is reversed because T is antilinear. Setting φ = ψ shows that Tψ and ψ have the same norm.

```lean
/-- Time reversal is antiunitary: `⟨T φ, T ψ⟩ = ⟨ψ, φ⟩`. -/
theorem inner_timeRev (φ ψ : Spinor) :
    star (timeRev φ) ⬝ᵥ timeRev ψ = star ψ ⬝ᵥ φ := by
  rw [timeRev_eq, timeRev_eq]
  simp [dotProduct, Fin.sum_univ_four]
  try ring
```

For a spinor and its own partner the terms cancel within each block:

⟨ψ, Tψ⟩ = −ψ₀*ψ₁* + ψ₁*ψ₀* − ψ₂*ψ₃* + ψ₃*ψ₂* = 0.

```lean
/-- A spinor is orthogonal to its Kramers partner. -/
theorem timeRev_orthogonal (ψ : Spinor) : star ψ ⬝ᵥ timeRev ψ = 0 := by
  rw [timeRev_eq]
  simp [dotProduct, Fin.sum_univ_four]
  try ring
```

## Time reversal changes the sign of the current

Write U = −iΣ_y, so that Tψ = Uψ*. Since Σ_y is Hermitian, U†α_kU = Σ_y α_k Σ_y. The matrices σ_x and σ_z are real and anticommute with σ_y, whereas σ_y is imaginary and commutes with itself. In all three cases σ_y σ_k σ_y = −σ_k*, and hence Σ_y α_k Σ_y = −α_k*. With ᵀ for the transpose,

⟨Tφ, α_k Tψ⟩ = φᵀ U†α_kU ψ* = −φᵀ α_k* ψ* = −⟨φ, α_k ψ⟩* = −⟨ψ, α_k φ⟩.

The last step uses that α_k is Hermitian. Lean reaches the same identity by components: `fin_cases k` separates the three directions, `simp` expands the sums and `ring` compares them.

```lean
/-- Time reversal of both spinors reverses a transition current:
`⟨T φ, α_k T ψ⟩ = -⟨ψ, α_k φ⟩`. -/
theorem transCurrent_timeRev (φ ψ : Spinor) (k : Fin 3) :
    transCurrent (timeRev φ) (timeRev ψ) k = -transCurrent ψ φ k := by
  unfold transCurrent
  rw [timeRev_eq, timeRev_eq]
  -- one component computation for each Cartesian direction
  fin_cases k <;>
    simp [alpha, Matrix.mulVec, dotProduct, Fin.sum_univ_four] <;> ring
```

## The closed shell has no current and no direct energy

For φ = ψ = ψ_i(x) the sign rule turns the bracket of pair i into

⟨ψ_i, α_k ψ_i⟩ − ⟨ψ_i, α_k ψ_i⟩ = 0.

Every term of the sum over i vanishes, whatever the value of n_i, so j_k(x) = 0 for each x and k. In the proof `Finset.sum_eq_zero` reduces the claim to one pair, and the sign rule with `ring` settles that pair.

```lean
/-- The current density of a finite family of Kramers pairs vanishes at every point. -/
theorem closedShellCurrent_eq_zero {ι : Type*} [Fintype ι] (n : ι → ℝ)
    (ψ : ι → Position → Spinor) (x : Position) (k : Fin 3) :
    closedShellCurrent n ψ x k = 0 := by
  unfold closedShellCurrent
  -- the two members of each pair cancel
  refine Finset.sum_eq_zero fun i _ => ?_
  rw [transCurrent_timeRev]
  ring
```

The integrand j_k(x) G_kl(x, y) j_l(y) is then zero at every pair of points, and E[j] = 0. No condition on the decay or the singularity of G is needed.

```lean
/-- The direct current-current energy of a finite family of Kramers pairs vanishes, for every
real-valued kernel `G` that is a function of two positions. -/
theorem directEnergy_closedShell {ι : Type*} [Fintype ι]
    (G : Fin 3 → Fin 3 → Position → Position → ℝ) (n : ι → ℝ)
    (ψ : ι → Position → Spinor) :
    directEnergy G (closedShellCurrent n ψ) = 0 := by
  -- the integrand is zero at every pair of points
  simp [directEnergy, closedShellCurrent_eq_zero]
```

Now let J be any other current density, for instance that of open-shell valence electrons. Since j = 0 at every point, J + j = J, and

E[J + j] = E[J].

A closed core therefore adds neither an energy of its own nor a coupling to the valence current in this direct term. If the integrals for J diverge, the equation only compares the default values that Lean assigns to them.

```lean
/-- Adding a closed shell of Kramers pairs to any current density `J` leaves the direct
current-current energy unchanged. -/
theorem directEnergy_add_closedShell {ι : Type*} [Fintype ι]
    (G : Fin 3 → Fin 3 → Position → Position → ℝ) (n : ι → ℝ)
    (ψ : ι → Position → Spinor) (J : Position → Fin 3 → ℂ) :
    directEnergy G (fun x k => J x k + closedShellCurrent n ψ x k) = directEnergy G J := by
  simp only [directEnergy, closedShellCurrent_eq_zero, add_zero]
```

## An unpaired spinor can carry a current

The current need not vanish if one member of a pair is missing. Take ψ = (1, 0, 1, 0). Then α_z ψ = (1, 0, 1, 0), and

⟨ψ, α_z ψ⟩ = 2.

Since ⟨ψ, ψ⟩ = 2, the normalised spinor has the current 1 along z, which is the speed of light. A free electron of definite momentum has a smaller current per unit density, so the example is a possible value at one point and not such a state. Unequal occupations n and n′ of ψ and Tψ would leave the current 2(n − n′).

```lean
/-- The single spinor `(1, 0, 1, 0)`, without its Kramers partner, carries the current `2`
along `z`. -/
theorem unpaired_current : transCurrent ![1, 0, 1, 0] ![1, 0, 1, 0] 2 = 2 := by
  simp [transCurrent, alpha, Matrix.mulVec, dotProduct, Fin.sum_univ_four]
  try norm_num
```

## Exchange-type products do not cancel

The direct term adds the currents before multiplying them. Exchange instead multiplies transition currents ⟨a, α_k b⟩⟨b, α_k a⟩ = |⟨a, α_k b⟩|², which cannot be negative when all spinors are taken at one point. For a = (1, 0, 1, 0) and b = Ta = (0, 1, 0, 1) the transition currents along (x, y, z) are

⟨a, α a⟩ = (0, 0, 2), ⟨b, α b⟩ = (0, 0, −2), ⟨a, α b⟩ = (2, −2i, 0), ⟨b, α a⟩ = (2, 2i, 0).

Their squared moduli add up to 4 + 4 + 8 + 8 = 24, or 6 for normalised spinors. This sum contains no kernel and no integral, so it is not an exchange energy. It shows that pairing alone does not remove products of this kind.

```lean
/-- For the Kramers pair built on `(1, 0, 1, 0)`, the exchange-type sum of products
`⟨a, α_k b⟩⟨b, α_k a⟩` over both members and all directions equals `24`. -/
theorem exchange_sum_of_pair :
    let p : Fin 2 → Spinor := ![![1, 0, 1, 0], timeRev ![1, 0, 1, 0]]
    ∑ a, ∑ b, ∑ k, transCurrent (p a) (p b) k * transCurrent (p b) (p a) k = 24 := by
  intro p
  simp only [p, timeRev_eq]
  simp [transCurrent, alpha, Matrix.mulVec, dotProduct, Fin.sum_univ_four,
    Fin.sum_univ_three, Fin.sum_univ_two]
  try ring_nf
  try simp only [Complex.I_sq]
  try norm_num

end

end KramersPairCurrent
```

## Time reversal as an abstract operator

T could also have been modelled as an antiunitary operator on the Hilbert space of spinor fields, with T² = −1 and Tα_k = −α_kT as assumptions. The argument would then be independent of the representation of the Dirac matrices, but it would cancel only the current integrated over all space. Cancellation at each point, which the proof for the direct energy uses, would require the further assumption that T commutes with multiplication by real functions of position. The explicit matrices used here fix the standard representation and make T act point by point from the start.

```lean
#print axioms KramersPairCurrent.directEnergy_closedShell
#print axioms KramersPairCurrent.directEnergy_add_closedShell
#print axioms KramersPairCurrent.unpaired_current
#print axioms KramersPairCurrent.exchange_sum_of_pair
```

```
'KramersPairCurrent.directEnergy_closedShell' depends on axioms: [propext, Classical.choice, Quot.sound]
'KramersPairCurrent.directEnergy_add_closedShell' depends on axioms: [propext, Classical.choice, Quot.sound]
'KramersPairCurrent.unpaired_current' depends on axioms: [propext, Classical.choice, Quot.sound]
'KramersPairCurrent.exchange_sum_of_pair' depends on axioms: [propext, Classical.choice, Quot.sound]
```
